# Maximum-overlap occupation selects the intended orbitals when the projectors differ by less than $1/\sqrt2$

A self-consistent calculation of an excited or metastable state has to decide, at each iteration, which of the new orbitals to occupy. Filling the lowest levels may lose the state. Maximum-overlap occupation instead fills the orbitals that lie most nearly in the previously occupied space.

Let $v_i$ be the new orbitals, orthonormal, and let $S$ be the finite set of labels of those that continue the intended state, with $N=|S|$. Inner products are linear in the second argument. Write

$$Q=\sum_{i\in S}|v_i\rangle\langle v_i|,\qquad p_i=\langle v_i,Pv_i\rangle,\qquad d=\|P-Q\|,$$

where $P$ is the reference projector, such as the one onto the previously occupied space, with $P^2=P=P^\dagger$, and the norm is the operator norm. Here $Q$ is the intended density operator, not the complement $1-P$ that the letter often denotes. The "overlap" $p_i$ is a weight, the squared length of $Pv_i$, not an amplitude or an element of a basis-set overlap matrix.

A maximum-overlap selection is a set $T$ of $N$ labels such that no orbital left out has a larger overlap than one in $T$. Ties are allowed, so there may be several such sets. The claim is that if $d<1/\sqrt2$, there is exactly one, namely $S$.

## Intended overlaps lie above one half, all others below

By orthonormality, $Qv_i=v_i$ for $i\in S$ and $Qv_j=0$ for $j\notin S$. For any vector $x$, the properties of $P$ give

$$\langle x,Px\rangle=\langle Px,Px\rangle=\|Px\|^2,$$

and expanding the square gives

$$\|x-Px\|^2=\|x\|^2-2\langle x,Px\rangle+\|Px\|^2=\|x\|^2-\langle x,Px\rangle .$$

For $i\in S$, use the second identity:

$$1-p_i=\|v_i-Pv_i\|^2=\|(Q-P)v_i\|^2\le d^2 .$$

For $j\notin S$, use the first:

$$p_j=\|Pv_j\|^2=\|(P-Q)v_j\|^2\le d^2 .$$

If $d^2<1/2$, then $p_j\le d^2<1/2<1-d^2\le p_i$, so $S$ is a maximum-overlap selection. Suppose that $T\ne S$ is another. Since the two sets have equal size, there are $i\in T\setminus S$ and $j\in S\setminus T$. The selection rule requires $p_j\le p_i$, while the separation gives $p_i<p_j$, a contradiction.

The argument can be repeated along a sequence of iterations. If the occupied set is the intended one at step $k$, its projector is the reference for step $k+1$. When the intended projectors at the two steps differ by less than $1/\sqrt2$, the intended set is selected again.

## A tilted orbital in two dimensions

Let $e_0,e_1$ be the standard basis of $\mathbb C^2$, with $e_0$ the intended orbital, and let $P$ project onto $(c,s)$, with $c,s$ real and $c^2+s^2=1$. Then

$$P-Q=\begin{pmatrix}c^2-1&cs\\cs&s^2\end{pmatrix}
=\begin{pmatrix}-s^2&cs\\cs&s^2\end{pmatrix},\qquad (P-Q)^2=s^2\,\mathbb 1 .$$

This Hermitian matrix scales every vector's length by $|s|$, so $d=|s|$. The overlaps are $p_0=c^2$ and $p_1=s^2$.

For $(c,s)=(0.8,0.6)$, the distance is $0.6<0.707\ldots$ and the overlaps are $0.64$ and $0.36$. These equal the bounds $1-d^2$ and $d^2$, and $e_0$ is selected. For $(0.6,0.8)$, the distance is $0.8$, the overlaps are exchanged, and $e_1$ is selected. At $c=s=1/\sqrt2$ both overlaps are $1/2$, and either orbital may be chosen. The strict inequality in the claim therefore can't be relaxed to $d\le1/\sqrt2$.

## Projectors and overlaps in Lean

The space `E` is any complex inner product space, so $\mathbb C^M$ is included, and `ι` is the type of orbital labels. The orbitals need not span the space.

```lean
import Mathlib

open scoped InnerProductSpace

namespace MaximumOverlap

noncomputable section

variable {E ι : Type*} [NormedAddCommGroup E] [InnerProductSpace ℂ E]
```

Operators of type `E →L[ℂ] E` are continuous and linear, and their norm is the operator norm. A Hermitian projector is specified by the two properties used above; its rank is not a hypothesis.

```lean
/-- A Hermitian projector: an idempotent operator that is symmetric for the inner product. -/
structure IsHermitianProjector (P : E →L[ℂ] E) : Prop where
  idem : ∀ x, P (P x) = P x
  herm : ∀ x y, ⟪P x, y⟫_ℂ = ⟪x, P y⟫_ℂ
```

The operator $Q$ is `occProjector v S`. For orthonormal orbitals it is a one-particle density operator with occupations 0 and 1, so its trace is $N$, not 1.

```lean
/-- The operator `∑ |v i⟩⟨v i|`, summed over `i` in `S`. For orthonormal `v i` it is the
one-particle density operator of these orbitals. -/
def occProjector (v : ι → E) (S : Finset ι) : E →L[ℂ] E :=
  ∑ i ∈ S, (innerSL ℂ (v i)).smulRight (v i)
```

The overlap is defined as a real part in order to obtain a real number. For a Hermitian projector nothing is lost, since $\langle x,Px\rangle$ is already real.

```lean
/-- The overlap `⟨x, P x⟩` of an orbital `x` with the reference operator `P` (its real part). -/
def overlap (P : E →L[ℂ] E) (x : E) : ℝ := (⟪x, P x⟫_ℂ).re
```

The selection rule contains both the number of orbitals and the ordering, with ties permitted.

```lean
/-- `T` is a maximum-overlap occupation: it holds `N` orbitals, and no orbital outside `T`
has a larger overlap with `P` than an orbital in `T`. -/
def IsMaxOverlap (P : E →L[ℂ] E) (v : ι → E) (N : ℕ) (T : Finset ι) : Prop :=
  T.card = N ∧ ∀ i ∈ T, ∀ j ∉ T, overlap P (v j) ≤ overlap P (v i)
```

The next lemma writes out $Qx=\sum_{i\in S}\langle v_i,x\rangle v_i$.

```lean
/-- The operator `occProjector v S` sends `x` to the sum of `⟨v i, x⟩ v i` over `i` in `S`. -/
theorem occProjector_apply (v : ι → E) (S : Finset ι) (x : E) :
    occProjector v S x = ∑ i ∈ S, ⟪v i, x⟫_ℂ • v i := by
  simp [occProjector]
```

Applied to an orbital $v_j$, every term with $i\neq j$ vanishes; this is the auxiliary statement `off`. The term $i=j$ survives exactly when $j\in S$.

```lean
/-- For orthonormal orbitals, the density operator fixes each occupied orbital and
annihilates each unoccupied one. -/
theorem occProjector_orbital {v : ι → E} (hv : Orthonormal ℂ v) (S : Finset ι) (j : ι) :
    (j ∈ S → occProjector v S (v j) = v j) ∧ (j ∉ S → occProjector v S (v j) = 0) := by
  have off : ∀ b, b ≠ j → ⟪v b, v j⟫_ℂ • v b = 0 := by
    intro b hb
    have h : ⟪v b, v j⟫_ℂ = 0 := hv.2 hb
    rw [h, zero_smul]
  constructor
  · intro hj
    rw [occProjector_apply, Finset.sum_eq_single j (fun b _ hb => off b hb)
      (fun h => absurd hj h), inner_self_eq_norm_sq_to_K, hv.1 j]
    simp
  · intro hj
    rw [occProjector_apply]
    exact Finset.sum_eq_zero fun b hb => off b fun h => hj (h ▸ hb)
```

It follows that $Q$ is itself a Hermitian projector. Idempotence comes from applying $Q$ to each term of $Qx$, and symmetry from comparing $\langle Qx,y\rangle$ and $\langle x,Qy\rangle$ term by term. This is needed later, when the density operator of one iteration becomes the reference for the next.

```lean
/-- The density operator of orthonormal orbitals is a Hermitian projector. -/
theorem occProjector_isHermitianProjector {v : ι → E} (hv : Orthonormal ℂ v)
    (S : Finset ι) : IsHermitianProjector (occProjector v S) where
  idem x := by
    rw [occProjector_apply v S x, map_sum]
    refine Finset.sum_congr rfl fun i hi => ?_
    rw [map_smul, (occProjector_orbital hv S i).1 hi]
  herm x y := by
    rw [occProjector_apply v S x, occProjector_apply v S y, sum_inner, inner_sum]
    refine Finset.sum_congr rfl fun i _ => ?_
    rw [inner_smul_left, inner_smul_right, inner_conj_symm]
    ring
```

## The separation and the unique selection

The two expressions for the overlap come first. In the proof, `h1` is the identity $\langle x,Px\rangle=\|Px\|^2$, and `h2` is the expansion of $\|x-Px\|^2$.

```lean
/-- The overlap with a Hermitian projector is the squared norm of the projected orbital, and
also the squared norm of the orbital less that of the part projected out. -/
theorem overlap_eq {P : E →L[ℂ] E} (hP : IsHermitianProjector P) (x : E) :
    overlap P x = ‖P x‖ ^ 2 ∧ overlap P x = ‖x‖ ^ 2 - ‖x - P x‖ ^ 2 := by
  have h1 : overlap P x = ‖P x‖ ^ 2 := by
    have h : ⟪x, P x⟫_ℂ = ⟪P x, P x⟫_ℂ := by rw [hP.herm, hP.idem]
    unfold overlap
    rw [h]
    exact inner_self_eq_norm_sq (𝕜 := ℂ) (P x)
  have h2 := norm_sub_sq (𝕜 := ℂ) x (P x)
  have h3 : RCLike.re ⟪x, P x⟫_ℂ = overlap P x := rfl
  rw [h3] at h2
  exact ⟨h1, by linarith⟩
```

The bounds $p_i\ge1-d^2$ and $p_j\le d^2$ both start from $\|(P-Q)v_i\|\le d\,\|v_i\|$, supplied by `le_opNorm`. After squaring, the action of $Q$ on the orbital decides which expression for the overlap applies.

```lean
/-- For orthonormal orbitals and a Hermitian projector `P` at distance `d` from the intended
density operator, intended orbitals have overlap at least `1 - d²`, all others at most `d²`. -/
theorem overlap_bounds {P : E →L[ℂ] E} (hP : IsHermitianProjector P) {v : ι → E}
    (hv : Orthonormal ℂ v) (S : Finset ι) (i : ι) :
    (i ∈ S → 1 - ‖P - occProjector v S‖ ^ 2 ≤ overlap P (v i)) ∧
      (i ∉ S → overlap P (v i) ≤ ‖P - occProjector v S‖ ^ 2) := by
  have h : ‖P (v i) - occProjector v S (v i)‖ ≤ ‖P - occProjector v S‖ * ‖v i‖ :=
    (P - occProjector v S).le_opNorm (v i)
  rw [hv.1 i, mul_one] at h
  have h2 := pow_le_pow_left₀ (norm_nonneg _) h 2
  constructor
  · intro hi
    rw [(occProjector_orbital hv S i).1 hi, norm_sub_rev (P (v i)) (v i)] at h2
    rw [(overlap_eq hP (v i)).2, hv.1 i]
    linarith
  · intro hi
    rw [(occProjector_orbital hv S i).2 hi, sub_zero] at h2
    rw [(overlap_eq hP (v i)).1]
    exact h2
```

The main theorem states that, under `hclose`, a set `T` is a maximum-overlap selection of `S.card` orbitals if and only if `T = S`. The equivalence therefore says both that `S` qualifies and that no other set does. Squaring `hclose` gives $d^2<1/2$, and `sep` is the resulting strict ordering. The contradiction then uses one orbital from each set that the other lacks, as in the derivation by hand.

```lean
/-- If a Hermitian projector `P` is closer than `1/√2` in operator norm to the density operator
of the orthonormal orbitals in `S`, then `S` is the one and only maximum-overlap occupation
with as many orbitals as `S`. -/
theorem isMaxOverlap_iff {P : E →L[ℂ] E} (hP : IsHermitianProjector P) {v : ι → E}
    (hv : Orthonormal ℂ v) (S T : Finset ι)
    (hclose : ‖P - occProjector v S‖ < 1 / Real.sqrt 2) :
    IsMaxOverlap P v S.card T ↔ T = S := by
  -- the value 1/2 separates intended from other orbitals
  have hd := pow_lt_pow_left₀ hclose (norm_nonneg _) two_ne_zero
  rw [div_pow, Real.sq_sqrt (by norm_num), one_pow] at hd
  have sep : ∀ i ∈ S, ∀ j ∉ S, overlap P (v j) < overlap P (v i) := by
    intro i hi j hj
    linarith [(overlap_bounds hP hv S i).1 hi, (overlap_bounds hP hv S j).2 hj]
  constructor
  · rintro ⟨hc, hT⟩
    by_contra hne
    -- different sets of equal size each hold an orbital that the other lacks
    have h1 : ¬ T ⊆ S := fun h => hne (Finset.eq_of_subset_of_card_le h hc.ge)
    have h2 : ¬ S ⊆ T := fun h => hne (Finset.eq_of_subset_of_card_le h hc.le).symm
    obtain ⟨i, hiT, hiS⟩ := Finset.not_subset.mp h1
    obtain ⟨j, hjS, hjT⟩ := Finset.not_subset.mp h2
    exact absurd (hT i hiT j hjT) (not_le_of_gt (sep j hjS i hiS))
  · intro h
    rw [h]
    exact ⟨rfl, fun i hi j hj => (sep i hi j hj).le⟩
```

## Following a state through the iterations

In the next theorem, `v k` are the orbitals at iteration `k`, `S k` is the intended set and `T k` the set actually occupied. The hypothesis `hsel` says that each new occupation is selected by overlap with the previous actual occupation, and `h0` says that the start is correct. The proof is the induction described above: the induction hypothesis replaces `T k` by `S k` in the reference, and `isMaxOverlap_iff` does the rest.

```lean
/-- Let each iteration occupy `N` orthonormal orbitals by maximum overlap with the previous
occupation. If the start is the intended one and successive intended `N`-orbital density
operators differ by less than `1/√2`, every iteration occupies the intended orbitals. -/
theorem occupation_follows (v : ℕ → ι → E) (hv : ∀ k, Orthonormal ℂ (v k)) (N : ℕ)
    (S T : ℕ → Finset ι) (hN : ∀ k, (S k).card = N) (h0 : T 0 = S 0)
    (hsel : ∀ k, IsMaxOverlap (occProjector (v k) (T k)) (v (k + 1)) N (T (k + 1)))
    (hclose : ∀ k, ‖occProjector (v k) (S k) - occProjector (v (k + 1)) (S (k + 1))‖
      < 1 / Real.sqrt 2) (k : ℕ) : T k = S k := by
  induction k with
  | zero => exact h0
  | succ k ih =>
    have h := hsel k
    rw [ih, ← hN (k + 1)] at h
    exact (isMaxOverlap_iff (occProjector_isHermitianProjector (hv k) (S k)) (hv (k + 1))
      _ _ (hclose k)).mp h
```

For single-determinant calculations with integer occupations that select their orbitals by the weights $p_i$, this gives a sufficient condition for keeping the intended occupation from one step to the next. The condition limits each step, not the total drift from the starting state. What remains to be supplied in a real calculation is `hclose` itself: that the updated mean-field Hamiltonian has orbitals whose intended span stays this close to the previous one. Convergence of the iterations is a separate question.

## The tie at distance $1/\sqrt2$

The vectors `site 0` and `site 1` are $e_0$ and $e_1$.

```lean
/-- The two standard basis orbitals of `ℂ²`. -/
def site (i : Fin 2) : EuclideanSpace ℂ (Fin 2) := EuclideanSpace.single i (1 : ℂ)
```

The vector $(c,s)$ is `tilted c s`; its normalisation enters later as a hypothesis.

```lean
/-- The vector `(c, s)` in `ℂ²` with real components, not necessarily normalised. -/
def tilted (c s : ℝ) : EuclideanSpace ℂ (Fin 2) := !₂[(c : ℂ), (s : ℂ)]
```

Its density operator is built with the same `occProjector`, using a label type with a single element.

```lean
/-- The operator `|u⟩⟨u|` for `u = (c, s)`. When `c² + s² = 1` it is the density operator of this
single orbital. -/
def tiltedProjector (c s : ℝ) : EuclideanSpace ℂ (Fin 2) →L[ℂ] EuclideanSpace ℂ (Fin 2) :=
  occProjector (fun _ : Unit => tilted c s) {()}
```

The following theorem establishes $d=|s|$. The statement `hn` says that $P-Q$ scales the norm of every vector by $|s|$; it is proved by comparing squared norms in real and imaginary parts and using $c^2+s^2=1$. This gives the upper bound on the operator norm, and the vector $e_0$ gives the lower one.

```lean
/-- For `c² + s² = 1`, the density operator of `(c, s)` is a Hermitian projector at distance
`|s|` from that of the first of the two orthonormal basis orbitals. -/
theorem tilted_witness {c s : ℝ} (h : c ^ 2 + s ^ 2 = 1) :
    Orthonormal ℂ site ∧ IsHermitianProjector (tiltedProjector c s) ∧
      ‖tiltedProjector c s - occProjector site {0}‖ = |s| := by
  have hs : Orthonormal ℂ site := by
    rw [orthonormal_iff_ite]
    intro i j
    fin_cases i <;> fin_cases j <;> simp [site, PiLp.inner_apply]
  have ht : ‖tilted c s‖ = 1 := by
    have h2 : ‖tilted c s‖ ^ 2 = 1 := by
      rw [EuclideanSpace.norm_sq_eq, Fin.sum_univ_two]
      simpa [tilted] using h
    nlinarith [norm_nonneg (tilted c s)]
  refine ⟨hs, occProjector_isHermitianProjector
    ⟨fun _ => ht, fun i j hij => absurd (Subsingleton.elim i j) hij⟩ _, ?_⟩
  -- the difference of the two projectors scales every vector by |s|
  have hn : ∀ x, ‖(tiltedProjector c s - occProjector site {0}) x‖ = |s| * ‖x‖ := by
    intro x
    have hin : ⟪tilted c s, x⟫_ℂ = c * x 0 + s * x 1 := by
      simp [tilted, PiLp.inner_apply, Fin.sum_univ_two]
      ring
    have hsx : ⟪site 0, x⟫_ℂ = x 0 := by simp [site, PiLp.inner_apply]
    have hD : (tiltedProjector c s - occProjector site {0}) x
        = (c * x 0 + s * x 1) • tilted c s - x 0 • site 0 := by
      change tiltedProjector c s x - occProjector site {0} x = _
      rw [tiltedProjector, occProjector_apply, occProjector_apply, Finset.sum_singleton,
        Finset.sum_singleton, hin, hsx]
    have e0 : ((c * x 0 + s * x 1) • tilted c s - x 0 • site 0) 0
        = (c * x 0 + s * x 1) * c - x 0 := by simp [tilted, site]
    have e1 : ((c * x 0 + s * x 1) • tilted c s - x 0 • site 0) 1
        = (c * x 0 + s * x 1) * s := by simp [tilted, site]
    rw [← sq_eq_sq₀ (norm_nonneg _) (by positivity), mul_pow, sq_abs, hD]
    simp only [EuclideanSpace.norm_sq_eq, Fin.sum_univ_two, e0, e1, Complex.sq_norm,
      Complex.normSq_apply, Complex.add_re, Complex.add_im, Complex.sub_re, Complex.sub_im,
      Complex.mul_re, Complex.mul_im, Complex.ofReal_re, Complex.ofReal_im]
    linear_combination ((c * (x 0).re + s * (x 1).re) ^ 2 - (x 0).re ^ 2
      + (c * (x 0).im + s * (x 1).im) ^ 2 - (x 0).im ^ 2) * h
  refine ContinuousLinearMap.opNorm_eq_of_bounds (abs_nonneg s) (fun x => (hn x).le)
    fun K _ hK => ?_
  have h1 := hK (site 0)
  rw [hn, hs.1 0, mul_one, mul_one] at h1
  exact h1
```

At equal amplitudes, `key` shows that both basis orbitals have the same overlap. The set `{1}` is then a valid selection although the intended set is `{0}`, with the distance exactly $1/\sqrt2$.

```lean
/-- The bound `1/√2` is sharp: the density operator of `(1/√2, 1/√2)` lies exactly that far from
that of the first basis orbital, yet occupying the second is a maximum-overlap occupation. -/
theorem threshold_sharp :
    IsHermitianProjector (tiltedProjector (1 / Real.sqrt 2) (1 / Real.sqrt 2)) ∧
      ‖tiltedProjector (1 / Real.sqrt 2) (1 / Real.sqrt 2) - occProjector site {0}‖
        = 1 / Real.sqrt 2 ∧
      IsMaxOverlap (tiltedProjector (1 / Real.sqrt 2) (1 / Real.sqrt 2)) site 1 {1} := by
  have h : (1 / Real.sqrt 2) ^ 2 + (1 / Real.sqrt 2) ^ 2 = 1 := by
    rw [div_pow, Real.sq_sqrt (by norm_num)]
    norm_num
  -- both basis orbitals have the same overlap
  have key : ∀ (a : ℝ) (i : Fin 2), overlap (tiltedProjector a a) (site i) = a ^ 2 := by
    intro a i
    fin_cases i <;>
      simp [overlap, tiltedProjector, occProjector_apply, tilted, site,
        PiLp.inner_apply] <;>
      ring
  obtain ⟨_, hP, hn⟩ := tilted_witness h
  exact ⟨hP, by rw [hn, abs_of_nonneg (by positivity)], Finset.card_singleton 1,
    fun i _ j _ => ((key _ j).trans (key _ i).symm).le⟩

end

end MaximumOverlap
```

```lean
#print axioms MaximumOverlap.occupation_follows
#print axioms MaximumOverlap.threshold_sharp
```

```
'MaximumOverlap.occupation_follows' depends on axioms: [propext, Classical.choice, Quot.sound]
'MaximumOverlap.threshold_sharp' depends on axioms: [propext, Classical.choice, Quot.sound]
```
